# The gradient of a density-fitted energy without derivatives of the fit coefficients

Let $b(t)$ be a real vector and $V(t)$ a real square matrix whose entries are differentiable at $t_0$, and let $V(t_0)$ be invertible and symmetric. With $c = V(t_0)^{-1}b(t_0)$, the function $E(t) = b(t)^T V(t)^{-1} b(t)$ is differentiable at $t_0$, and

$$E'(t_0) = 2\,c^T b' - c^T V' c ,$$

where $b'$ and $V'$ are the entrywise derivatives at $t_0$. The derivative of the coefficients $V(t)^{-1}b(t)$ does not appear.

In density fitting, a charge density $\rho$ is expanded in auxiliary functions $\chi_i$. Here $V_{ij} = (\chi_i|\chi_j)$ is their matrix of Coulomb integrals, $b_i = (\chi_i|\rho)$ are the projections of the density, and $c$ holds the fit coefficients. Then $E$ approximates $(\rho|\rho)$, which is twice the classical Coulomb self-repulsion energy. The parameter $t$ may be one nuclear coordinate. For a finite auxiliary basis in the Coulomb metric, the coefficients from a single linear solve at the current geometry therefore serve for the derivative along every coordinate, taken one at a time.

## Freezing the coefficients at $t_0$

It helps to treat two densities at once, with projections $a$ and $b$ and fitted integral $a^T V^{-1} b$. Take any fixed vectors $d$ and $c$. Multiplying out the product of the two fitting residuals gives

$$(a^T - d^T V)\,V^{-1}(b - Vc) = a^T V^{-1} b - a^T c - d^T b + d^T V c ,$$

and therefore

$$a^T V^{-1} b = \left(d^T b + a^T c - d^T V c\right) + (a^T - d^T V)\,V^{-1}(b - Vc). \tag{1}$$

For fixed $d$ and $c$, the bracket is linear in $a$, $b$ and $V$. The inverse occurs only in the last term.

Now let $a$, $b$ and $V$ depend on $t$, and choose $d$ and $c$ once and for all as the solutions at $t_0$:

$$d^T V(t_0) = a(t_0)^T, \qquad V(t_0)\,c = b(t_0).$$

The last term of (1) is a sum $\sum_i f_i(t)\,g_i(t)$ with

$$f_i(t) = \left(a(t)^T - d^T V(t)\right)_i, \qquad g_i(t) = \left(V(t)^{-1}(b(t) - V(t)c)\right)_i .$$

Both factors vanish at $t_0$. Each $f_i$ is differentiable there. Each $g_i$ is continuous there, because the entries of $V^{-1}$ are cofactors divided by a determinant that is nonzero at $t_0$. Since $f_i(t_0)g_i(t_0) = 0$, the difference quotient of the product is

$$\frac{f_i(t)\,g_i(t)}{t-t_0} = \frac{f_i(t)-f_i(t_0)}{t-t_0}\; g_i(t) \;\longrightarrow\; f_i'(t_0)\cdot 0 = 0 .$$

The last term contributes nothing to the derivative. The bracket is differentiated with $d$ and $c$ constant:

$$\frac{d}{dt}\,a^T V^{-1} b\,\Big|_{t_0} = d^T b' + a'^T c - d^T V' c . \tag{2}$$

This needs no symmetry. For the energy, set $a = b$. If $V(t_0)$ is symmetric, transposing $V(t_0)c = b(t_0)$ gives $c^T V(t_0) = b(t_0)^T$, so $d = c$, and (2) becomes $2c^T b' - c^T V' c$.

Identity (1) also gives a variational bound. For symmetric $V$ and $a = b$, $d = c$, with $c$ now an arbitrary trial vector, put $e = V^{-1}(b - Vc)$, the error in the coefficients. The last term is then $(Ve)^T e = e^T V e$. If $V$ is positive semidefinite, this is nonnegative, and

$$2c^T b - c^T V c \le b^T V^{-1} b .$$

**One fitting function.** If $V$ and $b$ are single numbers, then $E = b^2/V$ and $c = b/V$. The quotient rule gives $E' = 2bb'/V - b^2V'/V^2$, which is $2cb' - c^2V'$.

## Metric, projections and coefficients in Lean

The auxiliary functions are labelled by a finite type `n`. A vector is a function `n → ℝ`, and a metric is a `Matrix n n ℝ`.

```lean
import Mathlib

open Matrix Topology Filter

namespace DensityFittingGradient

noncomputable section

variable {n : Type*} [Fintype n] [DecidableEq n]
```

The fit coefficients are the inverse metric applied to the projections; `*ᵥ` is the product of a matrix with a column vector.

```lean
/-- Density-fitting coefficients `V⁻¹ b` for an invertible metric `V` and projections `b`. -/
def fitCoeff (V : Matrix n n ℝ) (b : n → ℝ) : n → ℝ := V⁻¹ *ᵥ b
```

The fitted integral is the dot product `⬝ᵥ` of one set of projections with the fit coefficients of the other.

```lean
/-- The fitted integral `aᵀ V⁻¹ b` of two densities with projections `a` and `b`,
for an invertible metric `V`. -/
def fittedIntegral (V : Matrix n n ℝ) (a b : n → ℝ) : ℝ := a ⬝ᵥ fitCoeff V b
```

The energy is the case of equal densities, with no factor $\tfrac12$.

```lean
/-- The fitted energy `bᵀ V⁻¹ b` of one density, for an invertible metric `V`. -/
def fittedEnergy (V : Matrix n n ℝ) (b : n → ℝ) : ℝ := fittedIntegral V b b
```

That the matrix consists of Coulomb integrals is interpretation: the definitions accept any real matrix, and the theorems add the conditions they need. Invertibility, written `IsUnit V.det`, stands for linear independence of the auxiliary functions in the Coulomb case. Symmetry stands for the equality of $(\chi_i|\chi_j)$ and $(\chi_j|\chi_i)$ for real functions.

## The exact remainder and the lower bound

The next theorem is identity (1), for an invertible matrix and arbitrary `a`, `b`, `d`, `c`. The row vector $d^T V$ is written `d ᵥ* V`. In the proof, `h1` simplifies $V^{-1}(b - Vc)$ to $V^{-1}b - c$, and `h2` evaluates $d^T V(V^{-1}b - c)$ as $d^T b - d^T V c$. The final `ring` collects the terms.

```lean
/-- For any trial coefficients `d` and `c`, the fitted integral is an expression linear in the
projections and the metric, plus the two fitting residuals paired through the inverse metric. -/
theorem fittedIntegral_eq_robust (V : Matrix n n ℝ) (hV : IsUnit V.det) (a b d c : n → ℝ) :
    fittedIntegral V a b = (d ⬝ᵥ b + a ⬝ᵥ c - d ⬝ᵥ V *ᵥ c)
      + (a - d ᵥ* V) ⬝ᵥ V⁻¹ *ᵥ (b - V *ᵥ c) := by
  have h1 : V⁻¹ *ᵥ (b - V *ᵥ c) = V⁻¹ *ᵥ b - c := by
    rw [Matrix.mulVec_sub, Matrix.mulVec_mulVec, Matrix.nonsing_inv_mul _ hV,
      Matrix.one_mulVec]
  have h2 : (d ᵥ* V) ⬝ᵥ (V⁻¹ *ᵥ b - c) = d ⬝ᵥ b - d ⬝ᵥ V *ᵥ c := by
    rw [← Matrix.dotProduct_mulVec, Matrix.mulVec_sub, Matrix.mulVec_mulVec,
      Matrix.mul_nonsing_inv _ hV, Matrix.one_mulVec, dotProduct_sub]
  rw [h1, sub_dotProduct, h2, dotProduct_sub, fittedIntegral, fitCoeff]
  ring
```

The variational bound assumes in addition that the metric is symmetric and that $x^T V x \ge 0$ for every $x$. The proof applies this positivity to $x = V^{-1}(b - Vc)$, the vector $e$ above, and then uses the identity with `a = b` and `d = c`. The gradient theorems below do not use positivity.

```lean
/-- For a symmetric, invertible, positive semidefinite metric, every trial coefficient vector
gives a lower bound `2 cᵀb - cᵀVc` to the fitted energy. -/
theorem trial_le_fittedEnergy (V : Matrix n n ℝ) (hV : IsUnit V.det) (hs : V.IsSymm)
    (hpos : ∀ x : n → ℝ, 0 ≤ x ⬝ᵥ V *ᵥ x) (b c : n → ℝ) :
    2 * (c ⬝ᵥ b) - c ⬝ᵥ V *ᵥ c ≤ fittedEnergy V b := by
  have hc : c ᵥ* V = V *ᵥ c := by rw [← Matrix.mulVec_transpose, hs.eq]
  -- the residual term is `eᵀ V e`, with `e` the error in the coefficients
  have h := hpos (V⁻¹ *ᵥ (b - V *ᵥ c))
  rw [Matrix.mulVec_mulVec, Matrix.mul_nonsing_inv _ hV, Matrix.one_mulVec,
    dotProduct_comm] at h
  rw [fittedEnergy, fittedIntegral_eq_robust V hV b b c c, hc, dotProduct_comm b c]
  linarith
```

## Why the remainder has zero derivative

Two facts from analysis are needed. The first is the difference-quotient argument for $f_i g_i$. `HasDerivAt f f' t₀` means that `f` is differentiable at `t₀` with derivative `f'`. The proof rewrites this as convergence of the slope, multiplies by the limit of `g`, and identifies the result with the slope of the product. Only continuity is asked of `g`, so the inverse matrix never has to be differentiated.

```lean
/-- A product of a differentiable and a continuous function that both vanish at a point has
zero derivative there. -/
theorem hasDerivAt_mul_of_vanish {f g : ℝ → ℝ} {f' t₀ : ℝ} (hf : HasDerivAt f f' t₀)
    (hf0 : f t₀ = 0) (hg : ContinuousAt g t₀) (hg0 : g t₀ = 0) :
    HasDerivAt (fun t => f t * g t) 0 t₀ := by
  rw [hasDerivAt_iff_tendsto_slope] at hf ⊢
  have h := hf.mul (hg.tendsto.mono_left nhdsWithin_le_nhds)
  rw [hg0, mul_zero] at h
  refine h.congr fun t => ?_
  simp only [slope_def_field, hf0]
  ring
```

The second fact is continuity of each entry of $V(t)^{-1}$ at a point where $V$ is continuous and invertible. The proof writes the inverse as the adjugate divided by the determinant, both of which are continuous functions of the matrix.

```lean
/-- The entries of the inverse metric are continuous wherever the metric is continuous and
invertible. -/
theorem continuousAt_inv_entry {V : ℝ → Matrix n n ℝ} {t₀ : ℝ} (hV : ContinuousAt V t₀)
    (hdet : IsUnit (V t₀).det) (i j : n) : ContinuousAt (fun t => (V t)⁻¹ i j) t₀ := by
  have hd : Continuous (fun A : Matrix n n ℝ => A.det) := continuous_id.matrix_det
  have ha : Continuous (fun A : Matrix n n ℝ => A.adjugate i j) :=
    continuous_id.matrix_adjugate.matrix_elem i j
  have h1 : ContinuousAt (fun t => (V t).det) t₀ := hd.continuousAt.comp hV
  have h2 : ContinuousAt (fun t => (V t).adjugate i j) t₀ := ha.continuousAt.comp hV
  have h3 : (fun t => (V t)⁻¹ i j) = fun t => ((V t).det)⁻¹ * (V t).adjugate i j := by
    funext t
    rw [Matrix.inv_def, Ring.inverse_eq_inv', Matrix.smul_apply, smul_eq_mul]
  rw [h3]
  exact (h1.inv₀ hdet.ne_zero).mul h2
```

## The gradient of a fitted integral, and of the energy

The general gradient is equation (2). The hypotheses `ha`, `hb` and `hV` give the entrywise derivatives at `t₀`, while `hd` and `hc` say that the fixed vectors `d` and `c` solve the left and right fitting equations there. Nothing is assumed about derivatives away from `t₀`.

The steps `h1`, `h2` and `h3` differentiate the three terms of the bracket with frozen coefficients. Step `h4` shows that every summand of the remainder has derivative zero, with `hf` and `hg` supplying the differentiable and the continuous factor. Identity (1) requires $V(t)$ to be invertible, which is assumed only at $t_0$. Since the determinant is continuous, it stays nonzero for $t$ near $t_0$, and the last lines use this to transfer the derivative to the fitted integral itself.

```lean
/-- Gradient of a fitted integral of two densities: with `d` and `c` solving the fitting
equations at `t₀`, only the projections and the metric are differentiated. -/
theorem fittedIntegral_hasDerivAt {a b : ℝ → n → ℝ} {V : ℝ → Matrix n n ℝ}
    {a' b' d c : n → ℝ} {V' : Matrix n n ℝ} {t₀ : ℝ}
    (ha : ∀ i, HasDerivAt (fun t => a t i) (a' i) t₀)
    (hb : ∀ i, HasDerivAt (fun t => b t i) (b' i) t₀)
    (hV : ∀ i j, HasDerivAt (fun t => V t i j) (V' i j) t₀)
    (hdet : IsUnit (V t₀).det) (hd : d ᵥ* V t₀ = a t₀) (hc : V t₀ *ᵥ c = b t₀) :
    HasDerivAt (fun t => fittedIntegral (V t) (a t) (b t))
      (d ⬝ᵥ b' + a' ⬝ᵥ c - d ⬝ᵥ V' *ᵥ c) t₀ := by
  have hVcont : ContinuousAt V t₀ :=
    continuousAt_pi.2 fun i => continuousAt_pi.2 fun j => (hV i j).continuousAt
  have hVc : ∀ i, HasDerivAt (fun t => (V t *ᵥ c) i) ((V' *ᵥ c) i) t₀ := fun i =>
    HasDerivAt.fun_sum fun j _ => (hV i j).mul_const (c j)
  have hdV : ∀ j, HasDerivAt (fun t => (d ᵥ* V t) j) ((d ᵥ* V') j) t₀ := fun j =>
    HasDerivAt.fun_sum fun i _ => (hV i j).const_mul (d i)
  -- the part with frozen coefficients
  have h1 : HasDerivAt (fun t => d ⬝ᵥ b t) (d ⬝ᵥ b') t₀ :=
    HasDerivAt.fun_sum fun i _ => (hb i).const_mul (d i)
  have h2 : HasDerivAt (fun t => a t ⬝ᵥ c) (a' ⬝ᵥ c) t₀ :=
    HasDerivAt.fun_sum fun i _ => (ha i).mul_const (c i)
  have h3 : HasDerivAt (fun t => d ⬝ᵥ V t *ᵥ c) (d ⬝ᵥ V' *ᵥ c) t₀ :=
    HasDerivAt.fun_sum fun i _ => (hVc i).const_mul (d i)
  -- the remainder term has zero derivative at `t₀`
  have h4 : HasDerivAt (fun t => ∑ i, (a t - d ᵥ* V t) i *
      ((V t)⁻¹ *ᵥ (b t - V t *ᵥ c)) i) (∑ _i : n, (0 : ℝ)) t₀ := by
    refine HasDerivAt.fun_sum fun i _ => ?_
    have hf : HasDerivAt (fun t => (a t - d ᵥ* V t) i) (a' i - (d ᵥ* V') i) t₀ :=
      (ha i).fun_sub (hdV i)
    have hg : ContinuousAt (fun t => ((V t)⁻¹ *ᵥ (b t - V t *ᵥ c)) i) t₀ := by
      change Tendsto (fun t => ∑ j, (V t)⁻¹ i j * (b t j - (V t *ᵥ c) j)) (𝓝 t₀)
        (𝓝 (∑ j, (V t₀)⁻¹ i j * (b t₀ j - (V t₀ *ᵥ c) j)))
      exact tendsto_finsetSum _ fun j _ => (continuousAt_inv_entry hVcont hdet i j).mul
        ((hb j).continuousAt.sub (hVc j).continuousAt)
    exact hasDerivAt_mul_of_vanish hf (by simp [hd]) hg (by simp [hc])
  have h := ((h1.fun_add h2).fun_sub h3).fun_add h4
  rw [Finset.sum_const_zero, add_zero] at h
  -- the metric stays invertible near `t₀`
  have hdc : Continuous (fun A : Matrix n n ℝ => A.det) := continuous_id.matrix_det
  have hdt : ContinuousAt (fun t => (V t).det) t₀ := hdc.continuousAt.comp hVcont
  refine h.congr_of_eventuallyEq ?_
  filter_upwards [hdt.eventually_ne hdet.ne_zero] with t ht
  exact fittedIntegral_eq_robust (V t) (isUnit_iff_ne_zero.2 ht) (a t) (b t) d c
```

The energy theorem is the result stated at the start, with $c$ written out as `fitCoeff (V t₀) (b t₀)`. The hypothesis `hs` asks for symmetry at `t₀` alone; neither `V'` nor the matrix at other parameter values has to be symmetric. The proof checks that these coefficients solve the right fitting equation (`hc`), obtains the left one by symmetry (`hd`), and applies the general gradient with both densities equal. The two terms $c^T b'$ and $b'^T c$ then combine into $2c^T b'$.

```lean
/-- Fitted-energy gradient: for a metric invertible and symmetric at `t₀`, the derivative of
`bᵀ V⁻¹ b` is `2 cᵀb' - cᵀV'c`, where `c` are the fit coefficients at `t₀`. -/
theorem fittedEnergy_hasDerivAt {b : ℝ → n → ℝ} {V : ℝ → Matrix n n ℝ}
    {b' : n → ℝ} {V' : Matrix n n ℝ} {t₀ : ℝ}
    (hb : ∀ i, HasDerivAt (fun t => b t i) (b' i) t₀)
    (hV : ∀ i j, HasDerivAt (fun t => V t i j) (V' i j) t₀)
    (hdet : IsUnit (V t₀).det) (hs : (V t₀).IsSymm) :
    HasDerivAt (fun t => fittedEnergy (V t) (b t))
      (2 * (fitCoeff (V t₀) (b t₀) ⬝ᵥ b')
        - fitCoeff (V t₀) (b t₀) ⬝ᵥ V' *ᵥ fitCoeff (V t₀) (b t₀)) t₀ := by
  have hc : V t₀ *ᵥ fitCoeff (V t₀) (b t₀) = b t₀ := by
    rw [fitCoeff, Matrix.mulVec_mulVec, Matrix.mul_nonsing_inv _ hdet, Matrix.one_mulVec]
  -- by symmetry the same coefficients solve the left fitting equation
  have hd : fitCoeff (V t₀) (b t₀) ᵥ* V t₀ = b t₀ := by
    rw [← Matrix.mulVec_transpose, hs.eq, hc]
  refine (fittedIntegral_hasDerivAt hb hb hV hdet hd hc).congr_deriv ?_
  rw [dotProduct_comm b']
  ring
```

The vector `b'` is the full derivative of the projections along the path. If the density matrix changes with the geometry, that change is contained in `b'`. The theorem removes the response of the fit coefficients, not the response of the orbitals. It also concerns the form $b^T V^{-1} b$ only. Fitting in another metric, such as the overlap, leads to a different expression for the Coulomb energy, to which this formula does not apply as it stands.

## A nonsymmetric matrix for which the energy formula fails

Take the constant matrix and the projections

$$V = \begin{pmatrix} 1 & 1 \\ 0 & 1 \end{pmatrix}, \qquad b(t) = \begin{pmatrix} t \\ 1 \end{pmatrix}, \qquad V^{-1} = \begin{pmatrix} 1 & -1 \\ 0 & 1 \end{pmatrix}.$$

Then $V^{-1}b(t) = (t-1,\,1)^T$ and $E(t) = t(t-1) + 1 = t^2 - t + 1$, so $E'(0) = -1$. At $t = 0$ the coefficients are $c = (-1, 1)^T$, and $b' = (1, 0)^T$. Because $V' = 0$, the energy formula would give $2c^T b' = -2$. Equation (2) remains correct: the left fitting equation has the solution $d = (0, 1)^T$, and $d^T b' + b'^T c = 0 - 1 = -1$.

The theorem records the two numbers $-1$ and $-2$. Its proof first verifies the inverse matrix, then reduces the energy to the polynomial above and differentiates it.

```lean
/-- For a constant nonsymmetric matrix and projections `(t, 1)`, the derivative of `bᵀ V⁻¹ b`
at `t = 0` is `-1`, whereas `2 cᵀb'` is `-2`. -/
theorem gradient_formula_fails_without_symmetry :
    HasDerivAt (fun t : ℝ => fittedEnergy !![1, 1; 0, 1] ![t, 1]) (-1) 0 ∧
      2 * (fitCoeff !![1, 1; 0, 1] ![0, 1] ⬝ᵥ ![1, 0]) = (-2 : ℝ) := by
  have hinv : (!![1, 1; 0, 1] : Matrix (Fin 2) (Fin 2) ℝ)⁻¹ = !![1, -1; 0, 1] := by
    apply Matrix.inv_eq_right_inv
    ext i j
    fin_cases i <;> fin_cases j <;> simp [Matrix.mul_apply, Fin.sum_univ_two]
  constructor
  · have hE : (fun t : ℝ => fittedEnergy !![1, 1; 0, 1] ![t, 1])
        = fun t => t ^ 2 - t + 1 := by
      funext t
      rw [fittedEnergy, fittedIntegral, fitCoeff, hinv]
      simp [Matrix.mulVec, dotProduct, Fin.sum_univ_two]
      ring
    rw [hE]
    exact ((((hasDerivAt_id' (0 : ℝ)).fun_pow 2).fun_sub
      (hasDerivAt_id' (0 : ℝ))).add_const 1).congr_deriv (by norm_num)
  · rw [fitCoeff, hinv]
    simp [Matrix.mulVec, dotProduct, Fin.sum_univ_two]

end

end DensityFittingGradient
```

```lean
#print axioms DensityFittingGradient.trial_le_fittedEnergy
#print axioms DensityFittingGradient.fittedEnergy_hasDerivAt
#print axioms DensityFittingGradient.gradient_formula_fails_without_symmetry
```

```
'DensityFittingGradient.trial_le_fittedEnergy' depends on axioms: [propext, Classical.choice, Quot.sound]
'DensityFittingGradient.fittedEnergy_hasDerivAt' depends on axioms: [propext, Classical.choice, Quot.sound]
'DensityFittingGradient.gradient_formula_fails_without_symmetry' depends on axioms: [propext, Classical.choice, Quot.sound]
```
